# A two-state model of a non-Kramers doublet has $g_\perp=0$ and allows a zero-field gap

An ion with an even number of electrons can have two close-lying levels, well separated from the rest, whose response to a magnetic field is measured in EPR. We describe this non-Kramers doublet by complex $2\times2$ matrices, in a basis whose two states are exchanged by time reversal. With $K$ for complex conjugation and $X$, $Y$, $Z$ for the Pauli matrices, time reversal is then $XK$, which squares to $+1$, and it sends an operator $M$ to $X\bar M X$.

The claim is that a Hermitian time-odd operator is a real multiple of $Z$, so the magnetic moment has at most one axis, while a Hermitian time-even operator may split the doublet without a field.

## One axis for the moment, a possible gap at zero field

Rows and columns are numbered 0 and 1. For Hermitian $M$, with $M_{00}$ and $M_{11}$ real and $M_{10}=\overline{M_{01}}$,

$$X\bar M X=\begin{pmatrix}\overline{M_{11}}&\overline{M_{10}}\\ \overline{M_{01}}&\overline{M_{00}}\end{pmatrix}=\begin{pmatrix}M_{11}&M_{01}\\ M_{10}&M_{00}\end{pmatrix}.$$

If $M$ is odd, this equals $-M$. Then $M_{11}=-M_{00}$ and $M_{01}=-M_{01}=0$, so $M=aZ$ with $a=M_{00}$ real. If a Hermitian $N$ is even, the only new condition is $N_{11}=N_{00}$. Write $\varepsilon=N_{00}$ and $d=N_{01}$. When $N$ is traceless, $\varepsilon=0$ and

$$(M+N)^2=\begin{pmatrix}a&d\\ \bar d&-a\end{pmatrix}^2=(a^2+|d|^2)\,1,$$

since the off-diagonal terms $ad-da$ cancel.

Each component of the magnetic moment is Hermitian and odd, so $\mu_i=g_iZ$ with $g_i$ real. In a field $B$ the Hamiltonian is

$$H=N-\sum_i B_i\mu_i=N-(g\cdot B)Z.$$

A field perpendicular to $g$ drops out, which is the meaning of $g_\perp=0$. For any trace of $N$, the levels $E$ follow from

$$\det(H-E)=(E-\varepsilon)^2-(g\cdot B)^2-|d|^2=0,\qquad E=\varepsilon\pm\sqrt{(g\cdot B)^2+|d|^2}.$$

At $B=0$ the gap is $2|d|$. Time reversal permits it but does not force $d\neq0$.

## The doublet in Lean

```lean
import Mathlib

open Matrix
open scoped ComplexConjugate

namespace NonKramersDoublet

noncomputable section

/-- The Pauli matrix X. -/
def pauliX : Matrix (Fin 2) (Fin 2) ℂ := !![0, 1; 1, 0]

/-- The Pauli matrix Z. -/
def pauliZ : Matrix (Fin 2) (Fin 2) ℂ := !![1, 0; 0, -1]
```

The two time reversals differ in their matrix: $X$ for the non-Kramers doublet, and $iY$, for which time reversal squares to $-1$, for the Kramers doublet.

```lean
/-- Time reversal of an operator on a non-Kramers doublet: complex conjugation
followed by conjugation with X. -/
def timeReversal (M : Matrix (Fin 2) (Fin 2) ℂ) : Matrix (Fin 2) (Fin 2) ℂ :=
  pauliX * M.map (starRingEnd ℂ) * pauliX

/-- Time reversal of an operator on a Kramers doublet: complex conjugation
followed by conjugation with the real rotation iY. -/
def kramersReversal (M : Matrix (Fin 2) (Fin 2) ℂ) : Matrix (Fin 2) (Fin 2) ℂ :=
  !![0, 1; -1, 0] * M.map (starRingEnd ℂ) * !![0, -1; 1, 0]
```

In the Hamiltonian, `μ` is the moment itself, not a Bohr magneton. Accordingly `gVector` has the units of a moment: its length corresponds to $g_\parallel\mu_B/2$ in the usual effective spin-½ notation.

```lean
/-- The spin Hamiltonian `N - B · μ` of a doublet with zero-field part `N` and
magnetic moment `μ` in the field `B`. -/
def spinHamiltonian (μ : Fin 3 → Matrix (Fin 2) (Fin 2) ℂ)
    (N : Matrix (Fin 2) (Fin 2) ℂ) (B : Fin 3 → ℝ) : Matrix (Fin 2) (Fin 2) ℂ :=
  N - ∑ i, (B i : ℂ) • μ i

/-- The vector of real parts of the upper diagonal entries of the three moment
components. -/
def gVector (μ : Fin 3 → Matrix (Fin 2) (Fin 2) ℂ) (i : Fin 3) : ℝ := (μ i 0 0).re

/-- The real number `E` is an energy level of `H`: it has a nonzero eigenvector. -/
def IsLevel (H : Matrix (Fin 2) (Fin 2) ℂ) (E : ℝ) : Prop :=
  ∃ v : Fin 2 → ℂ, v ≠ 0 ∧ H *ᵥ v = (E : ℂ) • v
```

## Odd and even operators

The first lemma computes the four entries of $X\bar MX$.

```lean
/-- Time reversal on a non-Kramers doublet exchanges the two states and conjugates
every matrix element. -/
theorem timeReversal_eq (M : Matrix (Fin 2) (Fin 2) ℂ) :
    timeReversal M = !![conj (M 1 1), conj (M 1 0); conj (M 0 1), conj (M 0 0)] := by
  ext i j
  fin_cases i <;> fin_cases j <;>
    simp [timeReversal, pauliX, Matrix.mul_apply, Matrix.vecMul, dotProduct,
      Fin.sum_univ_two]
```

Both classifications are equivalences. The forward directions compare entries as above; the converses check the explicit matrices.

```lean
/-- An operator on a non-Kramers doublet is Hermitian and time-odd exactly when it
is a real multiple of Z. -/
theorem timeOdd_iff (M : Matrix (Fin 2) (Fin 2) ℂ) :
    (M.IsHermitian ∧ timeReversal M = -M) ↔ M = ((M 0 0).re : ℂ) • pauliZ := by
  constructor
  · rintro ⟨hH, hT⟩
    have h00 : conj (M 0 0) = M 0 0 := hH.apply 0 0
    have h01 : conj (M 1 0) = M 0 1 := hH.apply 0 1
    have h10 : conj (M 0 1) = M 1 0 := hH.apply 1 0
    have h11 : conj (M 1 1) = M 1 1 := hH.apply 1 1
    have t00 : conj (M 1 1) = -M 0 0 := by
      simpa [timeReversal_eq] using congrFun (congrFun hT 0) 0
    have t01 : conj (M 1 0) = -M 0 1 := by
      simpa [timeReversal_eq] using congrFun (congrFun hT 0) 1
    -- the off-diagonal element equals its own negative
    have z01 : M 0 1 = 0 := by linear_combination (t01 - h01) / 2
    have z10 : M 1 0 = 0 := by rw [← h10, z01, map_zero]
    have z11 : M 1 1 = -M 0 0 := by linear_combination t00 - h11
    rw [Complex.conj_eq_iff_re.mp h00]
    ext i j
    fin_cases i <;> fin_cases j <;> simp [pauliZ, z01, z10, z11]
  · intro h
    obtain ⟨a, rfl⟩ : ∃ a : ℝ, M = (a : ℂ) • pauliZ := ⟨_, h⟩
    refine ⟨Matrix.IsHermitian.ext fun i j => ?_, ?_⟩
    · fin_cases i <;> fin_cases j <;> simp [pauliZ]
    · rw [timeReversal_eq]
      ext i j
      fin_cases i <;> fin_cases j <;> simp [pauliZ]

/-- An operator on a non-Kramers doublet is Hermitian and time-even exactly when its
diagonal elements are real and equal and its off-diagonal elements are conjugate. -/
theorem timeEven_iff (N : Matrix (Fin 2) (Fin 2) ℂ) :
    (N.IsHermitian ∧ timeReversal N = N) ↔
      N = !![((N 0 0).re : ℂ), N 0 1; conj (N 0 1), ((N 0 0).re : ℂ)] := by
  constructor
  · rintro ⟨hH, hT⟩
    have h00 : conj (N 0 0) = N 0 0 := hH.apply 0 0
    have h10 : conj (N 0 1) = N 1 0 := hH.apply 1 0
    have h11 : conj (N 1 1) = N 1 1 := hH.apply 1 1
    have t00 : conj (N 1 1) = N 0 0 := by
      simpa [timeReversal_eq] using congrFun (congrFun hT 0) 0
    have z11 : N 1 1 = N 0 0 := h11.symm.trans t00
    rw [Complex.conj_eq_iff_re.mp h00, h10]
    ext i j
    fin_cases i <;> fin_cases j <;> simp [z11]
  · intro h
    obtain ⟨ε, d, rfl⟩ : ∃ (ε : ℝ) (d : ℂ), N = !![(ε : ℂ), d; conj d, (ε : ℂ)] :=
      ⟨_, _, h⟩
    refine ⟨Matrix.IsHermitian.ext fun i j => ?_, ?_⟩
    · fin_cases i <;> fin_cases j <;> simp
    · rw [timeReversal_eq]
      ext i j
      fin_cases i <;> fin_cases j <;> simp
```

For the square, `key` multiplies out the matrices with independent off-diagonal entries $e$ and $f$. Setting $e=d$ and $f=\bar d$ turns $ef$ into $|d|^2$.

```lean
/-- The sum of a Hermitian time-odd `M` and a traceless Hermitian time-even `N`
squares to a multiple of the identity, with the two contributions added in squares. -/
theorem odd_add_even_sq {M N : Matrix (Fin 2) (Fin 2) ℂ}
    (hM : M.IsHermitian) (hMt : timeReversal M = -M)
    (hN : N.IsHermitian) (hNt : timeReversal N = N) (htr : N.trace = 0) :
    (M + N) ^ 2 = (((M 0 0).re ^ 2 + ‖N 0 1‖ ^ 2 : ℝ) : ℂ) • 1 := by
  have key : ∀ a e f : ℂ, (a • pauliZ + !![0, e; f, 0]) ^ 2 =
      (a ^ 2 + e * f) • (1 : Matrix (Fin 2) (Fin 2) ℂ) := by
    intro a e f
    ext i j
    fin_cases i <;> fin_cases j <;>
      simp [pauliZ, pow_two, Matrix.mul_apply, Fin.sum_univ_two] <;> ring
  have hM' := (timeOdd_iff M).1 ⟨hM, hMt⟩
  have hN' := (timeEven_iff N).1 ⟨hN, hNt⟩
  -- a vanishing trace removes the common diagonal element
  have h0 : ((N 0 0).re : ℂ) = 0 := by
    have h := htr
    rw [hN', Matrix.trace_fin_two_of] at h
    linear_combination h / 2
  rw [h0] at hN'
  calc (M + N) ^ 2
      = (((M 0 0).re : ℂ) • pauliZ + !![0, N 0 1; conj (N 0 1), 0]) ^ 2 := by
        rw [← hM', ← hN']
    _ = _ := by
        rw [key, Complex.mul_conj, Complex.normSq_eq_norm_sq]
        push_cast
        rfl
```

## Field dependence and levels

The classification, applied to each $\mu_i$, collects the Zeeman term into one multiple of $Z$. The perpendicular-field theorem then holds for any matrix $N$.

```lean
/-- If all components of the moment are Hermitian and time-odd, the Zeeman coupling
is Z times the scalar product of the field with one fixed real vector. -/
theorem zeeman_eq {μ : Fin 3 → Matrix (Fin 2) (Fin 2) ℂ}
    (hμ : ∀ i, (μ i).IsHermitian ∧ timeReversal (μ i) = -μ i) (B : Fin 3 → ℝ) :
    ∑ i, (B i : ℂ) • μ i = ((gVector μ ⬝ᵥ B : ℝ) : ℂ) • pauliZ := by
  have h : ∀ i, μ i = (gVector μ i : ℂ) • pauliZ := fun i => (timeOdd_iff (μ i)).1 (hμ i)
  rw [dotProduct, Complex.ofReal_sum, Finset.sum_smul]
  refine Finset.sum_congr rfl fun i _ => ?_
  rw [Complex.ofReal_mul, mul_comm, ← smul_smul, ← h i]

/-- For a Hermitian time-odd moment, a field perpendicular to the vector `gVector μ`
leaves the spin Hamiltonian at its zero-field value: g_perp = 0. -/
theorem perpendicular_field {μ : Fin 3 → Matrix (Fin 2) (Fin 2) ℂ}
    (hμ : ∀ i, (μ i).IsHermitian ∧ timeReversal (μ i) = -μ i)
    (N : Matrix (Fin 2) (Fin 2) ℂ) {B : Fin 3 → ℝ} (hB : gVector μ ⬝ᵥ B = 0) :
    spinHamiltonian μ N B = N := by
  rw [spinHamiltonian, zeeman_eq hμ, hB, Complex.ofReal_zero, zero_smul, sub_zero]
```

These statements concern the Hamiltonian already projected onto the doublet. That projection is assumed: in a real ion, a perpendicular field can still shift the levels by mixing in higher states. Within the two-state model, and leaving out nuclear spins, the only parameters of $H$ are the vector $g$, the common energy $\varepsilon$ and the complex number $d$.

The level formula rests on Mathlib's `Matrix.exists_mulVec_eq_zero_iff`: a square matrix over an integral domain sends some nonzero vector to zero exactly when its determinant vanishes. Applied to $H-E$, it replaces the eigenvector in `IsLevel` by the characteristic equation, so both directions follow without constructing an eigenvector. What remains is a real quadratic, solved by comparing squares.

```lean
/-- Levels of a non-Kramers doublet with Hermitian time-odd moment and Hermitian
time-even zero-field part: the Zeeman and zero-field terms add in squares under the root. -/
theorem levels {μ : Fin 3 → Matrix (Fin 2) (Fin 2) ℂ} {N : Matrix (Fin 2) (Fin 2) ℂ}
    (hμ : ∀ i, (μ i).IsHermitian ∧ timeReversal (μ i) = -μ i)
    (hN : N.IsHermitian) (hNt : timeReversal N = N) (B : Fin 3 → ℝ) (E : ℝ) :
    IsLevel (spinHamiltonian μ N B) E ↔
      E = (N 0 0).re + √((gVector μ ⬝ᵥ B) ^ 2 + ‖N 0 1‖ ^ 2) ∨
      E = (N 0 0).re - √((gVector μ ⬝ᵥ B) ^ 2 + ‖N 0 1‖ ^ 2) := by
  have key : ∀ ε b x d f : ℂ, (!![ε, d; f, ε] - b • pauliZ - x • 1).det =
      (x - ε) ^ 2 - (b ^ 2 + d * f) := by
    intro ε b x d f
    simp [Matrix.det_fin_two, pauliZ]
    ring
  have hN' := (timeEven_iff N).1 ⟨hN, hNt⟩
  -- the characteristic determinant is a real quadratic in E
  have hdet : (spinHamiltonian μ N B - (E : ℂ) • 1).det =
      (((E - (N 0 0).re) ^ 2 - ((gVector μ ⬝ᵥ B) ^ 2 + ‖N 0 1‖ ^ 2) : ℝ) : ℂ) := by
    have h := key ((N 0 0).re : ℂ) ((gVector μ ⬝ᵥ B : ℝ) : ℂ) E (N 0 1) (conj (N 0 1))
    rw [← hN', Complex.mul_conj, Complex.normSq_eq_norm_sq] at h
    rw [spinHamiltonian, zeeman_eq hμ, h]
    simp only [Complex.ofReal_sub, Complex.ofReal_add, Complex.ofReal_pow]
  have hlev : IsLevel (spinHamiltonian μ N B) E ↔
      (spinHamiltonian μ N B - (E : ℂ) • 1).det = 0 := by
    rw [← Matrix.exists_mulVec_eq_zero_iff]
    simp only [IsLevel, Matrix.sub_mulVec, Matrix.smul_mulVec, Matrix.one_mulVec,
      sub_eq_zero]
  rw [hlev, hdet, Complex.ofReal_eq_zero, sub_eq_zero]
  have hs := Real.sq_sqrt (show 0 ≤ (gVector μ ⬝ᵥ B) ^ 2 + ‖N 0 1‖ ^ 2 by positivity)
  constructor
  · intro h
    rcases sq_eq_sq_iff_eq_or_eq_neg.mp (h.trans hs.symm) with h | h
    · left; linarith
    · right; linarith
  · rintro (h | h) <;> rw [h] <;> linear_combination hs
```

Setting the moment and the field to zero reduces the root to $|d|$.

```lean
/-- The zero-field levels of a Hermitian time-even operator on a non-Kramers doublet
lie at distance `‖N 0 1‖` above and below the common diagonal element. -/
theorem zeroField_levels {N : Matrix (Fin 2) (Fin 2) ℂ}
    (hN : N.IsHermitian) (hNt : timeReversal N = N) (E : ℝ) :
    IsLevel N E ↔ E = (N 0 0).re + ‖N 0 1‖ ∨ E = (N 0 0).re - ‖N 0 1‖ := by
  have h := levels (μ := fun _ => 0)
    (fun _ => ⟨Matrix.isHermitian_zero, by simp [timeReversal_eq, ← Matrix.ext_iff]⟩)
    hN hNt 0 E
  simpa [spinHamiltonian, Real.sqrt_sq (norm_nonneg (N 0 1))] using h
```

## The Kramers doublet stays degenerate at zero field

With $iYK$, the off-diagonal entry of the reversed matrix changes sign. Evenness now gives $N_{01}=-N_{01}=0$ as well as $N_{11}=N_{00}$, leaving a real multiple of the identity and no zero-field splitting.

```lean
/-- On a Kramers doublet, by contrast, every Hermitian time-even operator is a real
multiple of the identity. -/
theorem kramers_even {N : Matrix (Fin 2) (Fin 2) ℂ}
    (hN : N.IsHermitian) (hNt : kramersReversal N = N) :
    N = ((N 0 0).re : ℂ) • 1 := by
  have h00 : conj (N 0 0) = N 0 0 := hN.apply 0 0
  have h01 : conj (N 1 0) = N 0 1 := hN.apply 0 1
  have h10 : conj (N 0 1) = N 1 0 := hN.apply 1 0
  have h11 : conj (N 1 1) = N 1 1 := hN.apply 1 1
  have t00 : conj (N 1 1) = N 0 0 := by
    simpa [kramersReversal, Matrix.mul_apply, Matrix.vecMul, dotProduct,
      Matrix.vecHead, Matrix.vecTail, Fin.sum_univ_two] using
      congrFun (congrFun hNt 0) 0
  have t01 : -conj (N 1 0) = N 0 1 := by
    simpa [kramersReversal, Matrix.mul_apply, Matrix.vecMul, dotProduct,
      Matrix.vecHead, Matrix.vecTail, Fin.sum_univ_two] using
      congrFun (congrFun hNt 0) 1
  have z01 : N 0 1 = 0 := by linear_combination -(t01 + h01) / 2
  have z10 : N 1 0 = 0 := by rw [← h10, z01, map_zero]
  have z11 : N 1 1 = N 0 0 := h11.symm.trans t00
  rw [Complex.conj_eq_iff_re.mp h00]
  ext i j
  fin_cases i <;> fin_cases j <;> simp [z01, z10, z11]

end

end NonKramersDoublet
```
```lean
#print axioms NonKramersDoublet.odd_add_even_sq
#print axioms NonKramersDoublet.perpendicular_field
#print axioms NonKramersDoublet.zeroField_levels
#print axioms NonKramersDoublet.kramers_even
```

```
'NonKramersDoublet.odd_add_even_sq' depends on axioms: [propext, Classical.choice, Quot.sound]
'NonKramersDoublet.perpendicular_field' depends on axioms: [propext, Classical.choice, Quot.sound]
'NonKramersDoublet.zeroField_levels' depends on axioms: [propext, Classical.choice, Quot.sound]
'NonKramersDoublet.kramers_even' depends on axioms: [propext, Classical.choice, Quot.sound]
```
